# Resonant driving of an undamped harmonic system adds to the modal coordinate a term t sin(wt) in proportion to v · F

The theorem `modal_coordinate` concerns a classical, undamped harmonic system with finitely many real coordinates, obeying M u″ = −Φu + F cos(wt), where M and Φ are symmetric and v satisfies Φv = w²Mv with w > 0. It states that q(t) = v · Mu(t) equals q(0) cos(wt) + (q′(0)/w) sin(wt) + (v · F/(2w)) t sin(wt). The vector v is not normalised; where v · Mv ≠ 0, the amplitude of the mode is q/(v · Mv), and so the coefficient of t sin(wt) in it is v · F/(2w v · Mv). The proof projects the equation of motion on v and applies the result for a single resonant oscillator, `resonant_oscillator`. For this it needs the auxiliary fact `hd`, that v · Mx(t) has derivative v · Mx′(t), which it seeks by moving M onto v and differentiating the sum term by term.

The failing Lean file:

```lean
import Mathlib

open Matrix

namespace ModalCoordinate

variable {n : Type*} [Fintype n]

/-- The displacement pattern `v` solves the mode equation `Φ v = w² M v`. -/
def IsModeShape (M Φ : Matrix n n ℝ) (w : ℝ) (v : n → ℝ) : Prop :=
  Φ *ᵥ v = w ^ 2 • (M *ᵥ v)

/-- The motion `u` is twice differentiable and obeys `M u'' = -Φ u + F cos (w t)` at all times. -/
def IsDrivenSolution (M Φ : Matrix n n ℝ) (F : n → ℝ) (w : ℝ) (u : ℝ → n → ℝ) : Prop :=
  ∃ u' u'' : ℝ → n → ℝ, ∀ t, HasDerivAt u (u' t) t ∧ HasDerivAt u' (u'' t) t ∧
    M *ᵥ u'' t = -(Φ *ᵥ u t) + Real.cos (w * t) • F

/-- The time derivatives of `sin (w t)` and `cos (w t)`. -/
theorem phase_derivatives (w t : ℝ) :
    HasDerivAt (fun s => Real.sin (w * s)) (Real.cos (w * t) * w) t ∧
    HasDerivAt (fun s => Real.cos (w * s)) (-Real.sin (w * t) * w) t := by
  have h : HasDerivAt (fun s : ℝ => w * s) w t := by
    simpa using (hasDerivAt_id' t).const_mul w
  exact ⟨h.sin, h.cos⟩

/-- A symmetric matrix can be moved from one side of the scalar product to the other. -/
theorem symm_dotProduct {A : Matrix n n ℝ} (hA : A.IsSymm) (v x : n → ℝ) :
    v ⬝ᵥ (A *ᵥ x) = (A *ᵥ v) ⬝ᵥ x := by
  rw [Matrix.dotProduct_mulVec, ← Matrix.mulVec_transpose, hA.eq]

/-- An oscillator of frequency `w > 0` driven at its own frequency, `q'' = -w² q + f cos (w t)`,
moves freely apart from a term `f t sin (w t) / (2 w)`. -/
theorem resonant_oscillator {w f : ℝ} (hw : 0 < w) {q q' q'' : ℝ → ℝ}
    (h1 : ∀ t, HasDerivAt q (q' t) t) (h2 : ∀ t, HasDerivAt q' (q'' t) t)
    (hq : ∀ t, q'' t = -w ^ 2 * q t + f * Real.cos (w * t)) (t : ℝ) :
    q t = q 0 * Real.cos (w * t) + q' 0 / w * Real.sin (w * t)
      + f / (2 * w) * t * Real.sin (w * t) := by
  have hs := fun t => (phase_derivatives w t).1
  have hc := fun t => (phase_derivatives w t).2
  -- two constants of the driven motion
  have hP : ∀ t, HasDerivAt (fun s => 2 * w * (q' s * Real.cos (w * s)
      + w * q s * Real.sin (w * s))
      - f * (w * s + Real.sin (w * s) * Real.cos (w * s))) 0 t := by
    intro t
    refine (((((h2 t).fun_mul (hc t)).fun_add
      (((h1 t).const_mul w).fun_mul (hs t))).const_mul (2 * w)).fun_sub
      ((((hasDerivAt_id' t).const_mul w).fun_add
        ((hs t).fun_mul (hc t))).const_mul f)).congr_deriv ?_
    linear_combination 2 * w * Real.cos (w * t) * hq t
      + f * w * Real.sin_sq_add_cos_sq (w * t)
  have hQ : ∀ t, HasDerivAt (fun s => 2 * w * (q' s * Real.sin (w * s)
      - w * q s * Real.cos (w * s)) - f * (Real.sin (w * s) * Real.sin (w * s))) 0 t := by
    intro t
    refine (((((h2 t).fun_mul (hs t)).fun_sub
      (((h1 t).const_mul w).fun_mul (hc t))).const_mul (2 * w)).fun_sub
      (((hs t).fun_mul (hs t)).const_mul f)).congr_deriv ?_
    linear_combination 2 * w * Real.sin (w * t) * hq t
  have cP := is_const_of_deriv_eq_zero (fun x => (hP x).differentiableAt)
    (fun x => (hP x).deriv) t 0
  have cQ := is_const_of_deriv_eq_zero (fun x => (hQ x).differentiableAt)
    (fun x => (hQ x).deriv) t 0
  simp only [mul_zero, Real.sin_zero, Real.cos_zero] at cP cQ
  -- eliminate the velocity
  have key : 2 * w ^ 2 * q t = 2 * w * q' 0 * Real.sin (w * t)
      + 2 * w ^ 2 * q 0 * Real.cos (w * t) + f * w * t * Real.sin (w * t) := by
    linear_combination Real.sin (w * t) * cP - Real.cos (w * t) * cQ
      - 2 * w ^ 2 * q t * Real.sin_sq_add_cos_sq (w * t)
  have e1 : w * (q' 0 / w) = q' 0 := by field_simp
  have e2 : w * (f / (2 * w)) = f / 2 := by field_simp
  have h0 : 2 * w ^ 2 ≠ 0 := by positivity
  apply mul_left_cancel₀ h0
  generalize q' 0 / w = a at *
  generalize f / (2 * w) = b at *
  linear_combination key - 2 * w * Real.sin (w * t) * e1
    - 2 * w * t * Real.sin (w * t) * e2

/-- For symmetric `M` and `Φ` and a mode shape `v` of frequency `w > 0`, the modal coordinate
`v · M u` of a motion driven at `w` has a part growing in time in proportion to `v · F`. -/
theorem modal_coordinate {M Φ : Matrix n n ℝ} (hM : M.IsSymm) (hΦ : Φ.IsSymm)
    {w : ℝ} (hw : 0 < w) {v F : n → ℝ} (hv : IsModeShape M Φ w v)
    {u : ℝ → n → ℝ} (hu : IsDrivenSolution M Φ F w u) (t : ℝ) :
    v ⬝ᵥ (M *ᵥ u t) = v ⬝ᵥ (M *ᵥ u 0) * Real.cos (w * t)
      + v ⬝ᵥ (M *ᵥ deriv u 0) / w * Real.sin (w * t)
      + v ⬝ᵥ F / (2 * w) * t * Real.sin (w * t) := by
  obtain ⟨u', u'', h⟩ := hu
  have hd : ∀ (x : ℝ → n → ℝ) (x' : n → ℝ) (s : ℝ), HasDerivAt x x' s →
      HasDerivAt (fun r => v ⬝ᵥ (M *ᵥ x r)) (v ⬝ᵥ (M *ᵥ x')) s := by
    intro x x' s hx
    simp only [symm_dotProduct hM, dotProduct]
    exact HasDerivAt.fun_sum fun i _ => (hasDerivAt_pi.1 hx i).const_mul _
  rw [(h 0).1.deriv]
  refine resonant_oscillator hw (q := fun s => v ⬝ᵥ (M *ᵥ u s))
    (q' := fun s => v ⬝ᵥ (M *ᵥ u' s)) (q'' := fun s => v ⬝ᵥ (M *ᵥ u'' s))
    (fun s => hd _ _ s (h s).1) (fun s => hd _ _ s (h s).2.1) (fun s => ?_) t
  -- project Newton's equation on the mode
  have hp : v ⬝ᵥ (Φ *ᵥ u s) = w ^ 2 * (v ⬝ᵥ (M *ᵥ u s)) := by
    rw [symm_dotProduct hΦ, hv, smul_dotProduct, smul_eq_mul, symm_dotProduct hM]
  simp only [(h s).2.2, dotProduct_add, dotProduct_neg, dotProduct_smul, smul_eq_mul, hp]
  ring

end ModalCoordinate
```

The error:

```
Main.lean:90:40: error: Type mismatch
  HasDerivAt.const_mul ?m.204 (hasDerivAt_pi.mp hx i)
has type
  HasDerivAt (fun y => ?m.204 * x y i) (?m.204 * x' i) s
but is expected to have type
  HasDerivAt (fun r => v i * (M *ᵥ x r) i) (v i * (M *ᵥ x') i) s
Main.lean:89:15: warning: This simp argument is unused:
  symm_dotProduct hM

Hint: Omit it from the simp argument list.
  [apply] simp only [dotProduct]

Note: This linter can be disabled with `set_option linter.unusedSimpArgs false`
```

This version goes through:

```diff
@@ -87,5 +87,6 @@
       HasDerivAt (fun r => v ⬝ᵥ (M *ᵥ x r)) (v ⬝ᵥ (M *ᵥ x')) s := by
     intro x x' s hx
-    simp only [symm_dotProduct hM, dotProduct]
+    simp only [symm_dotProduct hM]
+    simp only [dotProduct]
     exact HasDerivAt.fun_sum fun i _ => (hasDerivAt_pi.1 hx i).const_mul _
   rw [(h 0).1.deriv]
```

Cause. The error arises in the proof of `hd`. The call `simp only [symm_dotProduct hM, dotProduct]` was meant first to turn `v ⬝ᵥ (M *ᵥ x r)` into `(M *ᵥ v) ⬝ᵥ x r` and then to write the product as a sum. But the order of the list does not fix the order of rewriting: `dotProduct` was unfolded first, and no scalar product was left for `symm_dotProduct hM` to match. The warning accordingly reports that lemma as unused.

The terms of the sum were therefore `v i * (M *ᵥ x r) i`, with M still acting on the moving vector. The term `(hasDerivAt_pi.1 hx i).const_mul _` differentiates a constant times the single component `x r i`, so its type did not match.

The repair splits the call in two. The first `simp only` moves M onto v while the scalar product is still intact, and the second unfolds it. The terms are now `(M *ᵥ v) i * x r i`, a constant times one component, and the unchanged `exact` line fits. Following the warning's hint to omit the lemma would have left the error in place.
